# Integrating out a Gaussian mode of positive stiffness leaves a Schur complement

If I remove a coordinate from a harmonic model by deleting its row and column, then, provided the deleted mode is stable, the static (equilibrium) stiffness of the remaining coordinates comes out too large along the direction that was coupled to it. The deleted mode would have relaxed in response to them, and that softening is lost.

The correct recipe should be to integrate the mode out. For retained coordinates $x$, a single mode $y$ of stiffness $d>0$, a symmetric coupling matrix $A$ and a coupling vector $b$, all real, I expect

$$\int_{-\infty}^{\infty} e^{-(x^TAx+2y\,b^Tx+dy^2)/2}\,dy=\sqrt{\frac{2\pi}{d}}\;e^{-x^T(A-bb^T/d)x/2}.$$

Can this be made rigorous, including the convergence of the integral, and checked in Lean?

## Completing the square in the eliminated mode

Yes, and $A$ need not be symmetric. Write $S(x,y)$ for half the quadratic expression in the exponent, so that the weight is $e^{-S}$. For $d\ne0$,

$$dy^2+2y\,b^Tx=d\left(y+\frac{b^Tx}{d}\right)^2-\frac{(b^Tx)^2}{d}.$$

Since $(b^Tx)^2=x^Tbb^Tx$, the action separates:

$$S(x,y)=\tfrac12x^T\left(A-\frac{bb^T}{d}\right)x+\frac d2\left(y+\frac{b^Tx}{d}\right)^2.$$

The first term does not depend on $y$, so its exponential comes out of the integral. Substituting $u=y+b^Tx/d$ leaves $\int e^{-du^2/2}\,du=\sqrt{2\pi/d}$ for $d>0$, which gives the formula.

Positive stiffness is also necessary for convergence. If $d\le0$, then for each $y$ at least one of $y$ and $-y$ makes the linear term non-positive. Hence

$$e^{-S(x,y)}+e^{-S(x,-y)}\ge e^{-x^TAx/2}>0.$$

If the weight were integrable, so would be its reflection and their sum, and therefore this positive constant on the whole line, which is impossible.

## Relaxation, stability and the Green's matrix

The deviation $y+b^Tx/d$ is odd about the centre of the Gaussian, so its mean vanishes. The mean of $y$ at fixed $x$ is therefore $-b^Tx/d$, the relaxation that deleting the mode ignores.

For $d>0$, placing $y$ at this value reduces $S$ to the effective action. Positivity of $S$ for all nonzero $(x,y)$ thus implies positivity of the Schur form for all nonzero $x$. Conversely, the separated action is a sum of a positive and a non-negative term when $x\ne0$, and equals $dy^2/2$ when $x=0$.

Now let $K$ be the full coupling matrix, assumed invertible, and $G=K^{-1}$. Let $G_{11}$ be the retained block of $G$ and $g$ the row connecting $y$ to the retained modes. The retained columns of $KG=1$ say

$$AG_{11}+bg=1,\qquad b^TG_{11}+dg=0.$$

For $d\ne0$, eliminating $g$ gives $(A-bb^T/d)G_{11}=1$.

## The Lean statements in physical terms

The finite type `n` labels the retained modes, and `x ⬝ᵥ A *ᵥ x` is $x^TAx$. `jointAction` is $S$, with the factor $1/2$ included and the inverse temperature absorbed into the couplings; `schur` is $A-bb^T/d$; `coupledMatrix` is $K$, indexed by `n ⊕ Unit`.

The main theorem, `integrate_out_mode`, assumes only `0 < d` and gives both integrability over $y$ and the value of the integral. Lean assigns the value zero to the integral of a non-integrable function, so the positive value in the second part already implies the first, which is stated for clarity. Nothing is claimed about integrating over $x$.

For classical harmonic coordinates, the result gives the exact effective potential for the equilibrium distribution of $x$ after one coordinate is integrated out, up to an additive constant independent of $x$; the dynamics of the retained coordinates and anharmonic couplings are not covered.

```lean
import Mathlib

open Matrix MeasureTheory

namespace GaussianModeElimination

noncomputable section

variable {n : Type*}

/-- The Schur complement `A - b bᵀ / d`: the coupling matrix of the retained modes
corrected by the eliminated mode. -/
def schur (A : Matrix n n ℝ) (b : n → ℝ) (d : ℝ) : Matrix n n ℝ :=
  Matrix.of fun i j => A i j - b i * b j / d

/-- The coupling matrix of the retained modes together with one further mode of stiffness `d`,
coupled to them through `b`. -/
def coupledMatrix (A : Matrix n n ℝ) (b : n → ℝ) (d : ℝ) : Matrix (n ⊕ Unit) (n ⊕ Unit) ℝ :=
  Matrix.fromBlocks A (Matrix.of fun i _ => b i) (Matrix.of fun _ j => b j)
    (Matrix.of fun _ _ => d)

variable [Fintype n]

/-- The quadratic action of retained modes `x` and a single mode `y`. -/
def jointAction (A : Matrix n n ℝ) (b : n → ℝ) (d : ℝ) (x : n → ℝ) (y : ℝ) : ℝ :=
  (x ⬝ᵥ A *ᵥ x + 2 * y * (b ⬝ᵥ x) + d * y ^ 2) / 2

/-- The joint action is half the quadratic form of the coupled matrix. -/
theorem jointAction_eq_coupledMatrix (A : Matrix n n ℝ) (b x : n → ℝ) (d y : ℝ) :
    jointAction A b d x y =
      (Sum.elim x (fun _ => y) ⬝ᵥ coupledMatrix A b d *ᵥ Sum.elim x (fun _ => y)) / 2 := by
  have h1 : ∑ i, x i * (b i * y) = y * (b ⬝ᵥ x) := by
    rw [dotProduct, Finset.mul_sum]
    exact Finset.sum_congr rfl fun i _ => by ring
  have h2 : Sum.elim x (fun _ => y) ⬝ᵥ coupledMatrix A b d *ᵥ Sum.elim x (fun _ => y) =
      x ⬝ᵥ A *ᵥ x + ∑ i, x i * (b i * y) + y * (b ⬝ᵥ x + d * y) := by
    simp [coupledMatrix, dotProduct, mulVec, Fintype.sum_sum_type, mul_add,
      Finset.sum_add_distrib]
    ring
  rw [h2, h1, jointAction]
  ring

/-- The quadratic form of the Schur complement is that of `A` lowered by `(b·x)² / d`. -/
theorem schur_quadratic (A : Matrix n n ℝ) (b x : n → ℝ) (d : ℝ) :
    x ⬝ᵥ schur A b d *ᵥ x = x ⬝ᵥ A *ᵥ x - (b ⬝ᵥ x) ^ 2 / d := by
  have h : schur A b d *ᵥ x = A *ᵥ x - (b ⬝ᵥ x / d) • b := by
    ext i
    simp only [schur, mulVec, dotProduct, Pi.sub_apply, Pi.smul_apply, smul_eq_mul,
      Matrix.of_apply]
    rw [Finset.sum_div, Finset.sum_mul, ← Finset.sum_sub_distrib]
    exact Finset.sum_congr rfl fun j _ => by ring
  rw [h, dotProduct_sub, dotProduct_smul, dotProduct_comm x b, smul_eq_mul]
  ring

/-- Completing the square: the joint action is the effective action of `x` plus a harmonic
term for `y` centred at `-b·x / d`. -/
theorem jointAction_complete_square (A : Matrix n n ℝ) (b x : n → ℝ) {d : ℝ} (hd : d ≠ 0)
    (y : ℝ) : jointAction A b d x y =
      (x ⬝ᵥ schur A b d *ᵥ x) / 2 + d / 2 * (y + b ⬝ᵥ x / d) ^ 2 := by
  rw [schur_quadratic, jointAction]
  field_simp
  ring

/-- The Boltzmann weight factorises into an effective weight for `x` and the exponential of a
shifted square in `y`, which is a Gaussian when `d > 0`. -/
theorem weight_factorises (A : Matrix n n ℝ) (b x : n → ℝ) {d : ℝ} (hd : d ≠ 0) (y : ℝ) :
    Real.exp (-jointAction A b d x y) = Real.exp (-(x ⬝ᵥ schur A b d *ᵥ x) / 2) *
      Real.exp (-(d / 2) * (y + b ⬝ᵥ x / d) ^ 2) := by
  rw [jointAction_complete_square A b x hd, ← Real.exp_add]
  congr 1
  ring

/-- The Boltzmann weight is integrable over the mode `y` exactly when its stiffness `d` is
positive. -/
theorem weight_integrable_iff (A : Matrix n n ℝ) (b x : n → ℝ) (d : ℝ) :
    Integrable (fun y : ℝ => Real.exp (-jointAction A b d x y)) ↔ 0 < d := by
  constructor
  · intro h
    by_contra hd
    have hd' : d ≤ 0 := not_lt.mp hd
    -- the weights at y and -y together stay above a positive constant
    have hc : Integrable (fun _ : ℝ => Real.exp (-(x ⬝ᵥ A *ᵥ x) / 2)) := by
      refine Integrable.mono' (h.add h.comp_neg) aestronglyMeasurable_const
        (Filter.Eventually.of_forall fun y => ?_)
      rw [Real.norm_eq_abs, abs_of_pos (Real.exp_pos _)]
      change _ ≤ Real.exp (-jointAction A b d x y) + Real.exp (-jointAction A b d x (-y))
      have hq : d * y ^ 2 ≤ 0 := mul_nonpos_of_nonpos_of_nonneg hd' (sq_nonneg y)
      have p1 := Real.exp_pos (-jointAction A b d x y)
      have p2 := Real.exp_pos (-jointAction A b d x (-y))
      rcases le_total (y * (b ⬝ᵥ x)) 0 with hy | hy
      · have : Real.exp (-(x ⬝ᵥ A *ᵥ x) / 2) ≤ Real.exp (-jointAction A b d x y) := by
          apply Real.exp_le_exp.mpr
          unfold jointAction
          nlinarith
        linarith
      · have : Real.exp (-(x ⬝ᵥ A *ᵥ x) / 2) ≤ Real.exp (-jointAction A b d x (-y)) := by
          apply Real.exp_le_exp.mpr
          unfold jointAction
          nlinarith
        linarith
    rcases integrable_const_iff.mp hc with h0 | h0
    · exact (Real.exp_pos _).ne' h0
    · have := measure_lt_top (volume : Measure ℝ) Set.univ
      simp at this
  · intro hd
    rw [funext (weight_factorises A b x hd.ne')]
    exact ((integrable_exp_neg_mul_sq (half_pos hd)).comp_add_right _).const_mul _

/-- Integrating out a Gaussian mode: for `d > 0` the weight is integrable over `y`, and the integral
is `√(2π/d)` times the exponential of minus half the Schur complement's quadratic form in `x`. -/
theorem integrate_out_mode (A : Matrix n n ℝ) (b x : n → ℝ) {d : ℝ} (hd : 0 < d) :
    Integrable (fun y : ℝ => Real.exp (-jointAction A b d x y)) ∧
    ∫ y : ℝ, Real.exp (-jointAction A b d x y) =
      Real.sqrt (2 * Real.pi / d) * Real.exp (-(x ⬝ᵥ schur A b d *ᵥ x) / 2) := by
  refine ⟨(weight_integrable_iff A b x d).mpr hd, ?_⟩
  -- translation invariance removes the shift of the mode
  have hs : ∫ y : ℝ, Real.exp (-(d / 2) * (y + b ⬝ᵥ x / d) ^ 2) =
      ∫ y : ℝ, Real.exp (-(d / 2) * y ^ 2) :=
    integral_add_right_eq_self (fun y : ℝ => Real.exp (-(d / 2) * y ^ 2)) _
  have hp : Real.pi / (d / 2) = 2 * Real.pi / d := by
    rw [div_div_eq_mul_div, mul_comm]
  rw [funext (weight_factorises A b x hd.ne'), integral_const_mul, hs, integral_gaussian, hp,
    mul_comm]

/-- At fixed `x`, the thermal mean of the eliminated mode is `-b·x / d`. -/
theorem mean_of_eliminated_mode (A : Matrix n n ℝ) (b x : n → ℝ) {d : ℝ} (hd : 0 < d) :
    (∫ y : ℝ, y * Real.exp (-jointAction A b d x y)) /
      (∫ y : ℝ, Real.exp (-jointAction A b d x y)) = -(b ⬝ᵥ x / d) := by
  obtain ⟨hi, hZ⟩ := integrate_out_mode A b x hd
  have hpos : 0 < ∫ y : ℝ, Real.exp (-jointAction A b d x y) := by
    rw [hZ]
    positivity
  -- the first moment about the centre vanishes because its integrand is odd
  have hodd : ∫ y : ℝ, y * Real.exp (-(d / 2) * y ^ 2) = 0 := by
    have h1 : ∫ y : ℝ, (-y) * Real.exp (-(d / 2) * (-y) ^ 2) =
        ∫ y : ℝ, y * Real.exp (-(d / 2) * y ^ 2) :=
      integral_neg_eq_self (fun y : ℝ => y * Real.exp (-(d / 2) * y ^ 2)) volume
    have h2 : ∫ y : ℝ, (-y) * Real.exp (-(d / 2) * (-y) ^ 2) =
        -∫ y : ℝ, y * Real.exp (-(d / 2) * y ^ 2) := by
      rw [← integral_neg]
      congr 1
      ext y
      rw [neg_sq]
      ring
    linarith
  have hshift : ∫ y : ℝ, (y + b ⬝ᵥ x / d) * Real.exp (-(d / 2) * (y + b ⬝ᵥ x / d) ^ 2) = 0 :=
    (integral_add_right_eq_self (fun y : ℝ => y * Real.exp (-(d / 2) * y ^ 2)) _).trans hodd
  have hint : Integrable (fun y : ℝ =>
      (y + b ⬝ᵥ x / d) * Real.exp (-(d / 2) * (y + b ⬝ᵥ x / d) ^ 2)) :=
    (integrable_mul_exp_neg_mul_sq (half_pos hd)).comp_add_right (b ⬝ᵥ x / d)
  have hy : ∀ y : ℝ, y * Real.exp (-jointAction A b d x y) =
      Real.exp (-(x ⬝ᵥ schur A b d *ᵥ x) / 2) *
        ((y + b ⬝ᵥ x / d) * Real.exp (-(d / 2) * (y + b ⬝ᵥ x / d) ^ 2)) -
      b ⬝ᵥ x / d * Real.exp (-jointAction A b d x y) := by
    intro y
    rw [weight_factorises A b x hd.ne' y]
    ring
  rw [div_eq_iff hpos.ne', funext hy, integral_sub (hint.const_mul _) (hi.const_mul _),
    integral_const_mul, integral_const_mul, hshift]
  ring

/-- For `d > 0` the joint action is positive for every nonzero configuration exactly when the
quadratic form of the Schur complement is positive for every nonzero `x`. -/
theorem jointAction_pos_iff (A : Matrix n n ℝ) (b : n → ℝ) {d : ℝ} (hd : 0 < d) :
    (∀ x y, (x ≠ 0 ∨ y ≠ 0) → 0 < jointAction A b d x y) ↔
      ∀ x, x ≠ 0 → 0 < x ⬝ᵥ schur A b d *ᵥ x := by
  constructor
  · intro h x hx
    -- place the mode at its minimum
    have h1 := h x (-(b ⬝ᵥ x / d)) (Or.inl hx)
    rw [jointAction_complete_square A b x hd.ne', neg_add_cancel] at h1
    linarith
  · intro h x y hxy
    by_cases hx : x = 0
    · have hy : y ≠ 0 := hxy.resolve_left (fun h' => h' hx)
      have h2 : jointAction A b d x y = d * y ^ 2 / 2 := by
        simp [jointAction, hx]
      rw [h2]
      positivity
    · rw [jointAction_complete_square A b x hd.ne']
      have h1 := h x hx
      have h2 : 0 ≤ d / 2 * (y + b ⬝ᵥ x / d) ^ 2 := by positivity
      linarith

/-- The Schur complement is the inverse of the retained block of the full Green's matrix
(the inverse of the coupled matrix). -/
theorem schur_mul_green_block [DecidableEq n] (A : Matrix n n ℝ) (b : n → ℝ) {d : ℝ}
    (hd : d ≠ 0) (hK : IsUnit (coupledMatrix A b d).det) :
    schur A b d * ((coupledMatrix A b d)⁻¹).toBlocks₁₁ = 1 := by
  have h := Matrix.mul_nonsing_inv (coupledMatrix A b d) hK
  generalize (coupledMatrix A b d)⁻¹ = G at h ⊢
  ext i j
  -- the two block equations for the retained column j
  have h1 : ∑ k, A i k * G (Sum.inl k) (Sum.inl j) + b i * G (Sum.inr ()) (Sum.inl j) =
      (1 : Matrix n n ℝ) i j := by
    have := congrArg (fun M => M (Sum.inl i) (Sum.inl j)) h
    simpa [coupledMatrix, Matrix.mul_apply, Fintype.sum_sum_type, Matrix.one_apply] using this
  have h2 : ∑ k, b k * G (Sum.inl k) (Sum.inl j) + d * G (Sum.inr ()) (Sum.inl j) = 0 := by
    have := congrArg (fun M => M (Sum.inr ()) (Sum.inl j)) h
    simpa [coupledMatrix, Matrix.mul_apply, Fintype.sum_sum_type, Matrix.one_apply] using this
  have hs : (schur A b d * G.toBlocks₁₁) i j = ∑ k, A i k * G (Sum.inl k) (Sum.inl j) -
      b i / d * ∑ k, b k * G (Sum.inl k) (Sum.inl j) := by
    rw [Matrix.mul_apply, Finset.mul_sum, ← Finset.sum_sub_distrib]
    refine Finset.sum_congr rfl fun k _ => ?_
    simp only [schur, Matrix.toBlocks₁₁, Matrix.of_apply]
    ring
  have hc : b i / d * d = b i := div_mul_cancel₀ _ hd
  rw [hs]
  linear_combination h1 - b i / d * h2 + G (Sum.inr ()) (Sum.inl j) * hc

end

end GaussianModeElimination
```

```lean
#print axioms GaussianModeElimination.integrate_out_mode
-- 'GaussianModeElimination.integrate_out_mode' depends on axioms: [propext, Classical.choice, Quot.sound]
#print axioms GaussianModeElimination.mean_of_eliminated_mode
-- 'GaussianModeElimination.mean_of_eliminated_mode' depends on axioms: [propext, Classical.choice, Quot.sound]
#print axioms GaussianModeElimination.jointAction_pos_iff
-- 'GaussianModeElimination.jointAction_pos_iff' depends on axioms: [propext, Classical.choice, Quot.sound]
#print axioms GaussianModeElimination.schur_mul_green_block
-- 'GaussianModeElimination.schur_mul_green_block' depends on axioms: [propext, Classical.choice, Quot.sound]
```

## How the proof follows the algebra

`jointAction_eq_coupledMatrix` expands the block sums to identify $S$ with half the quadratic form of $K$. `schur_quadratic` computes the effective form, after which `field_simp` and `ring` complete the square in `jointAction_complete_square`. `weight_factorises` exponentiates the result.

In `weight_integrable_iff`, `h.add h.comp_neg` is the sum of the weight and its reflection, and `rcases` selects the sign of $y$ that gives the bound. The converse shifts and rescales an integrable Gaussian.

The main theorem removes the shift with `integral_add_right_eq_self` and evaluates the rest with `integral_gaussian`. `mean_of_eliminated_mode` proves the odd moment zero by reflection, then shifts it back. `jointAction_pos_iff` follows the two directions above.

Finally, `schur_mul_green_block` extracts the two block equations as `h1` and `h2`; its `linear_combination` subtracts $b_i/d$ times the second from the first, eliminating $g$.
